# Hellmann–Feynman forces from differentiable, orthonormal, stationary orbitals

**Q:** Take two orthonormal basis functions and one orbital: a real unit vector \(c(R)\) in the plane, with energy \(E=c^TH(R)c\) for a symmetric matrix \(H\). When the nuclear coordinate \(R\) moves, the vector turns. Why may the force ignore the turning?

**A:** Because a unit vector can only turn sideways. Differentiating \(c^Tc=1\) gives \(c^Tc'=0\). If \(c\) is an eigenvector, \(Hc=\varepsilon c\), the gradient of \(E\) in \(c\) is \(2\varepsilon c\), which points along \(c\). Hence

\[
\frac{dE}{dR}=2\varepsilon\,c^Tc'+c^TH'c=c^TH'c .
\]

The force is minus this.

**Q:** And with many orbitals? What stands for what in the file?

**A:** The \(k\) occupied orbitals are the columns of a real \(n\times k\) matrix \(C\), where `n` and `k` are finite index types. The parameter \(R\) lives in a real normed space `V`, so it can be a set of nuclear positions or a strain; for stress, the strain derivative still has to be divided by the volume.

```lean
import Mathlib

open Matrix Topology

namespace BornOppenheimerForces

attribute [local instance] Matrix.normedAddCommGroup Matrix.normedSpace

variable {n k V : Type*} [Fintype n] [Fintype k] [DecidableEq k]
  [NormedAddCommGroup V] [NormedSpace ℝ V]
```

The sideways condition becomes a matrix condition. With overlap matrix \(S\), a variation \(X\) is allowed when \(C^TSX\) is antisymmetric, which keeps \(C^TSC=1\) to first order at fixed symmetric \(S\). An orthonormal basis has \(S=1\).

```lean
/-- An orbital variation `X` at `C` is allowed, for the overlap matrix `S`, when `Cᵀ S X` is
antisymmetric. -/
def IsVariation (S : Matrix n n ℝ) (C X : Matrix n k ℝ) : Prop :=
  (Cᵀ * S * X)ᵀ = -(Cᵀ * S * X)
```

**Q:** Your eigenvector had its gradient along \(c\). What replaces that?

**A:** The gradient \(G\) satisfies \(\operatorname{tr}(G^TX)=0\) for all allowed \(X\) exactly when \(G=SCL\) with \(L\) symmetric. One direction is short: \(\operatorname{tr}(G^TX)=\operatorname{tr}(L\,C^TSX)\), and the trace of a symmetric matrix times an antisymmetric one equals its own negative.

For the other direction, set

\[
L=\tfrac12(C^TG+G^TC),\quad D=G-SCL,\quad M=C^TSD,\quad X=D-\tfrac12C(M+M^T).
\]

Then \(C^TSX=\tfrac12(M-M^T)\), so \(X\) is allowed and

\[
0=\operatorname{tr}(G^TX)=\operatorname{tr}(G^TD)-\tfrac12\operatorname{tr}\big(G^TC(M+M^T)\big).
\]

On the other hand,

\[
\operatorname{tr}(D^TD)=\operatorname{tr}(G^TD)-\operatorname{tr}(LM)
=\operatorname{tr}(G^TD)-\tfrac12\operatorname{tr}\big((C^TG+G^TC)M\big).
\]

Since \(\operatorname{tr}(G^TCM^T)=\operatorname{tr}(C^TGM)\), the right-hand sides agree. So \(\operatorname{tr}(D^TD)=0\), a sum of squares vanishes, and \(D=0\). In the proof, `hX` is the admissibility of \(X\), `h1` the trace identity and `key` the vanishing sum.

```lean
/-- For a symmetric overlap `S` and orbitals with `Cᵀ S C = 1`, a gradient `G` is orthogonal to
all allowed variations exactly when `G = S C L` with a symmetric multiplier matrix `L`. -/
theorem stationary_iff_multiplier {S : Matrix n n ℝ} {C : Matrix n k ℝ} (hS : Sᵀ = S)
    (hN : Cᵀ * S * C = 1) (G : Matrix n k ℝ) :
    (∀ X, IsVariation S C X → trace (Gᵀ * X) = 0) ↔ ∃ L : Matrix k k ℝ, Lᵀ = L ∧ G = S * C * L := by
  constructor
  · intro h
    obtain ⟨L, hL⟩ : ∃ L, L = (1 / 2 : ℝ) • (Cᵀ * G + Gᵀ * C) := ⟨_, rfl⟩
    have hLs : Lᵀ = L := by
      rw [hL, transpose_smul, transpose_add, transpose_mul, transpose_mul,
        transpose_transpose, transpose_transpose, add_comm]
    obtain ⟨D, hD⟩ : ∃ D, D = G - S * C * L := ⟨_, rfl⟩
    obtain ⟨M, hM⟩ : ∃ M, M = Cᵀ * S * D := ⟨_, rfl⟩
    -- project the residual `D` onto the allowed variations
    have hX : IsVariation S C (D - C * ((1 / 2 : ℝ) • (M + Mᵀ))) := by
      have e : Cᵀ * S * (D - C * ((1 / 2 : ℝ) • (M + Mᵀ))) = (1 / 2 : ℝ) • (M - Mᵀ) := by
        rw [Matrix.mul_sub, ← Matrix.mul_assoc (Cᵀ * S) C, hN, Matrix.one_mul, ← hM]
        module
      unfold IsVariation
      rw [e, transpose_smul, transpose_sub, transpose_transpose]
      module
    have h0 := h _ hX
    rw [Matrix.mul_sub, trace_sub, ← Matrix.mul_assoc, Matrix.mul_smul, Matrix.mul_add,
      trace_smul, trace_add, smul_eq_mul] at h0
    have h1 : trace (Gᵀ * C * Mᵀ) = trace (Cᵀ * G * M) := by
      rw [← trace_transpose, transpose_mul, transpose_transpose, transpose_mul,
        transpose_transpose, trace_mul_comm]
    have e : Dᵀ = Gᵀ - L * (Cᵀ * S) := by
      rw [hD, transpose_sub, transpose_mul, transpose_mul, hS, hLs]
    have h2 : trace (Dᵀ * D)
        = trace (Gᵀ * D) - 1 / 2 * (trace (Cᵀ * G * M) + trace (Gᵀ * C * M)) := by
      rw [e, Matrix.sub_mul, Matrix.mul_assoc L, ← hM, trace_sub, hL, Matrix.smul_mul,
        Matrix.add_mul, trace_smul, trace_add, smul_eq_mul]
    have key : trace (Dᵀ * D) = 0 := by linarith
    -- a vanishing sum of squares forces `D = 0`
    simp only [Matrix.trace, Matrix.diag_apply, Matrix.mul_apply,
      Matrix.transpose_apply] at key
    refine ⟨L, hLs, sub_eq_zero.1 ?_⟩
    rw [← hD]
    ext i j
    have hj := (Finset.sum_eq_zero_iff_of_nonneg (fun j _ =>
      Finset.sum_nonneg fun i _ => mul_self_nonneg (D i j))).1 key j (Finset.mem_univ j)
    exact mul_self_eq_zero.1 ((Finset.sum_eq_zero_iff_of_nonneg (fun i _ =>
      mul_self_nonneg (D i j))).1 hj i (Finset.mem_univ i))
  · rintro ⟨L, hL, rfl⟩ X hX
    have hX' : (Cᵀ * S * X)ᵀ = -(Cᵀ * S * X) := hX
    have e : (S * C * L)ᵀ * X = L * (Cᵀ * S * X) := by
      rw [transpose_mul, transpose_mul, hL, hS]
      simp only [Matrix.mul_assoc]
    have h1 : trace (L * (Cᵀ * S * X)) = -trace (L * (Cᵀ * S * X)) := by
      conv_lhs => rw [← trace_transpose, transpose_mul, hX', hL, Matrix.neg_mul, trace_neg,
        trace_mul_comm]
    rw [e]
    linarith
```

**Q:** That is algebra at one geometry. Where does the motion of the orbitals enter?

**A:** Through the differentiated normalisation. The first lemma below differentiates a matrix path entry by entry, and the second is the product rule for \(C^TSC\).

```lean
/-- Each entry of a differentiable matrix path is differentiable. -/
theorem entry_deriv {m l : Type*} [Fintype m] [Fintype l] {A : ℝ → Matrix m l ℝ}
    {A' : Matrix m l ℝ} {t : ℝ} (hA : HasDerivAt A A' t) (i : m) (j : l) :
    HasDerivAt (fun s => A s i j) (A' i j) t := by
  let p : Matrix m l ℝ →ₗ[ℝ] ℝ :=
    { toFun := fun M => M i j, map_add' := fun _ _ => rfl, map_smul' := fun _ _ => rfl }
  exact (LinearMap.toContinuousLinearMap p).hasFDerivAt.comp_hasDerivAt t hA

omit [DecidableEq k] in
/-- Product rule for the matrix elements of an operator `S` between orbitals `C`, when both
depend differentiably on a parameter. -/
theorem matrixElement_deriv {C : ℝ → Matrix n k ℝ} {S : ℝ → Matrix n n ℝ}
    {C' : Matrix n k ℝ} {S' : Matrix n n ℝ} {t : ℝ} (hC : HasDerivAt C C' t)
    (hS : HasDerivAt S S' t) (i j : k) :
    HasDerivAt (fun s => ((C s)ᵀ * S s * C s) i j)
      ((C'ᵀ * S t * C t + (C t)ᵀ * S' * C t + (C t)ᵀ * S t * C') i j) t := by
  have h : HasDerivAt (fun s => ∑ a, (∑ b, C s b i * S s b a) * C s a j)
      (∑ a, ((∑ b, (C' b i * S t b a + C t b i * S' b a)) * C t a j
        + (∑ b, C t b i * S t b a) * C' a j)) t :=
    HasDerivAt.fun_sum fun a _ => (HasDerivAt.fun_sum fun b _ =>
      (entry_deriv hC b i).fun_mul (entry_deriv hS b a)).fun_mul (entry_deriv hC a j)
  simp only [Matrix.mul_apply, Matrix.transpose_apply, Matrix.add_apply]
  refine h.congr_deriv ?_
  simp only [add_mul, Finset.sum_add_distrib]
```

Now move along the line \(R_0+sv\), where \(v\) is a displacement. Write \(C'\) and \(S'\) for the derivatives along it. Because \(C^TSC=1\) holds near \(R_0\), its derivative vanishes:

\[
C'^TSC+C^TS'C+C^TSC'=0 .
\]

The code compares the product rule with the derivative of a constant and uses uniqueness of derivatives.

```lean
/-- Differentiating the normalisation `Cᵀ S C = 1`, valid near `R₀`, along a displacement `v`
ties the response of the orbitals to that of the overlap, if both are differentiable. -/
theorem normalisation_response {C : V → Matrix n k ℝ} {S : V → Matrix n n ℝ} {R₀ : V}
    (hC : DifferentiableAt ℝ C R₀) (hS : DifferentiableAt ℝ S R₀)
    (hN : ∀ᶠ R in 𝓝 R₀, (C R)ᵀ * S R * C R = 1) (v : V) :
    (fderiv ℝ C R₀ v)ᵀ * S R₀ * C R₀ + (C R₀)ᵀ * fderiv ℝ S R₀ v * C R₀
      + (C R₀)ᵀ * S R₀ * fderiv ℝ C R₀ v = 0 := by
  have hl : HasDerivAt (fun s : ℝ => R₀ + s • v) v 0 := by
    simpa using ((hasDerivAt_id (0 : ℝ)).smul_const v).const_add R₀
  have ht : Filter.Tendsto (fun s : ℝ => R₀ + s • v) (𝓝 0) (𝓝 R₀) := by
    have := hl.continuousAt.tendsto
    simpa only [zero_smul, add_zero] using this
  have hc : HasDerivAt (fun s : ℝ => C (R₀ + s • v)) (fderiv ℝ C R₀ v) 0 :=
    HasFDerivAt.comp_hasDerivAt (f := fun s : ℝ => R₀ + s • v) 0
      (by simp only [zero_smul, add_zero]; exact hC.hasFDerivAt) hl
  have hs : HasDerivAt (fun s : ℝ => S (R₀ + s • v)) (fderiv ℝ S R₀ v) 0 :=
    HasFDerivAt.comp_hasDerivAt (f := fun s : ℝ => R₀ + s • v) 0
      (by simp only [zero_smul, add_zero]; exact hS.hasFDerivAt) hl
  ext i j
  have h2 : (fun _ : ℝ => (1 : Matrix k k ℝ) i j) =ᶠ[𝓝 0]
      fun s => ((C (R₀ + s • v))ᵀ * S (R₀ + s • v) * C (R₀ + s • v)) i j :=
    (ht.eventually hN).mono fun s h => (congrFun (congrFun h i) j).symm
  have h3 := ((matrixElement_deriv hc hs i j).congr_of_eventuallyEq h2).unique
    (hasDerivAt_const _ _)
  simpa only [zero_smul, add_zero, Matrix.zero_apply] using h3
```

**Q:** Then comes the chain rule, I suppose. Is the energy still \(c^THc\)?

**A:** No, \(E(C,R)\) is any real function differentiable at \((C(R_0),R_0)\), so a self-consistent energy qualifies if it is differentiable there. The chain rule gives

\[
\frac{d}{dR}E(C(R),R)[v]=\partial_CE[C']+\partial_RE[v].
\]

Lean composes the derivative of `E` with three maps: one varies only the orbitals, one only \(R\), and one both.

```lean
omit [DecidableEq k] in
/-- For differentiable energy and orbitals, the total derivative of the energy is the orbital
response term plus the explicit derivative at frozen orbitals. -/
theorem total_derivative {E : Matrix n k ℝ × V → ℝ} {C : V → Matrix n k ℝ} {R₀ : V}
    (hE : DifferentiableAt ℝ E (C R₀, R₀)) (hC : DifferentiableAt ℝ C R₀) :
    HasFDerivAt (fun R => E (C R, R))
      ((fderiv ℝ (fun A => E (A, R₀)) (C R₀)).comp (fderiv ℝ C R₀)
        + fderiv ℝ (fun R => E (C R₀, R)) R₀) R₀ := by
  have h1 := HasFDerivAt.comp (C R₀) (f := fun A => (A, R₀)) hE.hasFDerivAt
    ((hasFDerivAt_id (C R₀)).prodMk (hasFDerivAt_const R₀ (C R₀)))
  have h2 := HasFDerivAt.comp R₀ (f := fun R => (C R₀, R)) hE.hasFDerivAt
    ((hasFDerivAt_const (C R₀) R₀).prodMk (hasFDerivAt_id R₀))
  have h3 := HasFDerivAt.comp R₀ (f := fun R => (C R, R)) hE.hasFDerivAt
    (hC.hasFDerivAt.prodMk (hasFDerivAt_id R₀))
  have e1 : fderiv ℝ (fun A => E (A, R₀)) (C R₀) = _ := h1.fderiv
  have e2 : fderiv ℝ (fun R => E (C R₀, R)) R₀ = _ := h2.fderiv
  rw [e1, e2]
  refine HasFDerivAt.congr_fderiv h3 (ContinuousLinearMap.ext fun v => ?_)
  change fderiv ℝ E (C R₀, R₀) (fderiv ℝ C R₀ v, v)
    = fderiv ℝ E (C R₀, R₀) (fderiv ℝ C R₀ v, 0) + fderiv ℝ E (C R₀, R₀) (0, v)
  rw [← map_add]
  simp
```

For \(S=1\) we have \(S'=0\), so the normalisation identity says that \(C^TC'\) is antisymmetric. The orbital response is thus an allowed variation, and stationarity removes its term.

```lean
/-- Hellmann-Feynman theorem: if energy and orbitals are differentiable, the orbitals are
orthonormal near `R₀` and the energy is stationary at `R₀` under allowed variations, the total
derivative of the energy is its explicit derivative at frozen orbitals. -/
theorem hellmann_feynman [DecidableEq n] {E : Matrix n k ℝ × V → ℝ}
    {C : V → Matrix n k ℝ} {R₀ : V}
    (hE : DifferentiableAt ℝ E (C R₀, R₀)) (hC : DifferentiableAt ℝ C R₀)
    (hN : ∀ᶠ R in 𝓝 R₀, (C R)ᵀ * C R = 1)
    (hstat : ∀ X, IsVariation 1 (C R₀) X → fderiv ℝ (fun A => E (A, R₀)) (C R₀) X = 0) :
    HasFDerivAt (fun R => E (C R, R)) (fderiv ℝ (fun R => E (C R₀, R)) R₀) R₀ := by
  refine (total_derivative hE hC).congr_fderiv (ContinuousLinearMap.ext fun v => ?_)
  have h := normalisation_response (S := fun _ => (1 : Matrix n n ℝ)) hC
    (differentiableAt_const _) (by simpa only [Matrix.mul_one] using hN) v
  have hz : fderiv ℝ (fun _ : V => (1 : Matrix n n ℝ)) R₀ v = 0 := by simp
  rw [hz] at h
  simp only [Matrix.mul_one, Matrix.mul_zero, Matrix.zero_mul, add_zero] at h
  -- the orbital response is an allowed variation
  have hX : IsVariation 1 (C R₀) (fderiv ℝ C R₀ v) := by
    unfold IsVariation
    rw [Matrix.mul_one, transpose_mul, transpose_transpose]
    exact eq_neg_of_add_eq_zero_left h
  change fderiv ℝ (fun A => E (A, R₀)) (C R₀) (fderiv ℝ C R₀ v) + _ = _
  rw [hstat _ hX, zero_add]
  rfl
```

**Q:** Read me the hypotheses. I suspect that something physical is hidden there.

**A:** `hE` and `hC` are differentiability of the energy and of the orbitals. `hN` is orthonormality in a neighbourhood of \(R_0\), and `hstat` is stationarity at \(R_0\) alone. The conclusion is that \(E(C(R),R)\) is differentiable at \(R_0\), with the derivative taken at frozen orbitals.

The differentiability of \(C(R)\) is assumed and not derived. It stands for following one electronic solution smoothly as the nuclei move, which can fail at a level crossing. Stationarity stands for a fully converged solution, not necessarily the ground state. For Born–Oppenheimer dynamics in a fixed, finite, orthonormal real basis, this means that forces at such a solution need no orbital response. Complex orbitals are not covered. Fixed fractional occupations can be built into \(E\), but occupations that are themselves variational variables are not treated.

**Q:** `hstat` never mentions \(G\). Are the two theorems connected?

**A:** By the identification \(\partial_CE[X]=\operatorname{tr}(G^TX)\), which is ordinary linear algebra in finite dimension. The force proof uses the condition on variations directly and does not call the multiplier theorem.

**Q:** Atom-centred basis functions move with the atoms. Then \(S'\) need not vanish.

**A:** For that case the file treats a non-interacting energy, \(E=\operatorname{tr}(C^THC)\), along one real parameter \(t\), with \(C^TSC=1\) near \(t\), \(H\) and \(S\) symmetric at \(t\), and \(HC=SCL\) there. Multiplying by \(C^T\) gives \(L=C^THC\), so \(L\) is symmetric, and transposing the eigenvalue equation gives \(C^TH=LC^TS\). Therefore

\[
\begin{aligned}
E'&=\operatorname{tr}(C^TH'C)+\operatorname{tr}\big(L(C'^TSC+C^TSC')\big)\\
&=\operatorname{tr}(C^TH'C)-\operatorname{tr}(L\,C^TS'C).
\end{aligned}
\]

The last term is the overlap part of the Pulay correction. The rest of that correction sits inside \(H'\), because the matrix elements of the Hamiltonian also change when the basis functions move. In the code, `h1` and `h2` turn the two response terms into overlap terms, and `h0` is the traced normalisation identity.

```lean
/-- Energy derivative (minus the force) with a moving basis: for differentiable symmetric `H`, `S`
and orbitals `C` with `Cᵀ S C = 1` near `t` and `H C = S C L` at `t`, the energy `tr (Cᵀ H C)` has
derivative `tr (Cᵀ H' C) - tr (L Cᵀ S' C)`. -/
theorem pulay_force {C : ℝ → Matrix n k ℝ} {H S : ℝ → Matrix n n ℝ} {C' : Matrix n k ℝ}
    {H' S' : Matrix n n ℝ} {L : Matrix k k ℝ} {t : ℝ} (hC : HasDerivAt C C' t)
    (hH : HasDerivAt H H' t) (hS : HasDerivAt S S' t) (hHs : (H t)ᵀ = H t)
    (hSs : (S t)ᵀ = S t) (hN : ∀ᶠ s in 𝓝 t, (C s)ᵀ * S s * C s = 1)
    (hR : H t * C t = S t * C t * L) :
    HasDerivAt (fun s => trace ((C s)ᵀ * H s * C s))
      (trace ((C t)ᵀ * H' * C t) - trace (L * ((C t)ᵀ * S' * C t))) t := by
  have e : (C t)ᵀ * H t * C t = L := by
    rw [Matrix.mul_assoc, hR, ← Matrix.mul_assoc, ← Matrix.mul_assoc, hN.self_of_nhds,
      Matrix.one_mul]
  have hL : Lᵀ = L := by
    rw [← e, transpose_mul, transpose_mul, transpose_transpose, hHs, Matrix.mul_assoc]
  have hN' := normalisation_response hC.differentiableAt hS.differentiableAt hN 1
  have eC : fderiv ℝ C t 1 = C' := hC.deriv
  have eS : fderiv ℝ S t 1 = S' := hS.deriv
  rw [eC, eS] at hN'
  have h0 := congrArg (fun M => trace (L * M)) hN'
  simp only [Matrix.mul_add, trace_add, Matrix.mul_zero, trace_zero] at h0
  -- the eigenvalue equation turns both response terms into overlap terms
  have h1 : trace (C'ᵀ * H t * C t) = trace (L * (C'ᵀ * S t * C t)) := by
    rw [Matrix.mul_assoc, hR, ← Matrix.mul_assoc, ← Matrix.mul_assoc, trace_mul_comm]
  have h2 : (C t)ᵀ * H t = L * ((C t)ᵀ * S t) := by
    have := congrArg Matrix.transpose hR
    rwa [transpose_mul, transpose_mul, transpose_mul, hHs, hSs, hL] at this
  have h3 : HasDerivAt (fun s => trace ((C s)ᵀ * H s * C s))
      (trace (C'ᵀ * H t * C t + (C t)ᵀ * H' * C t + (C t)ᵀ * H t * C')) t :=
    HasDerivAt.fun_sum fun i _ => matrixElement_deriv hC hH i i
  refine h3.congr_deriv ?_
  rw [trace_add, trace_add, h1, h2, Matrix.mul_assoc L]
  linarith
```

**Q:** Show me numbers.

**A:** Take two equivalent sites with on-site energy \(a=-2\), coupling \(b=-\tfrac74\) and overlap \(s=\tfrac12\), and let only \(s\) vary. The in-phase orbital is \(C=(1,1)^T/\sqrt3\), with \(L=(a+b)/(1+s)=-\tfrac52\), below the out-of-phase level \((a-b)/(1-s)=-\tfrac12\). Here \(H'=0\), and \(S'\) has ones off the diagonal, so \(C^TS'C=\tfrac23\) and the formula gives \(E'=-(-\tfrac52)\cdot\tfrac23=\tfrac53\). Directly, \(E(s)=-\tfrac{15}{4}/(1+s)\) has derivative \(\tfrac{15}{4}/(1+s)^2=\tfrac53\). Keeping only \(\operatorname{tr}(C^TH'C)\) would have given zero.

The final theorem checks the normalisation and the eigenvalue equation of this model for all \(a,b\) and every \(s>-1\), by comparing matrix entries. Two normalised, linearly independent basis functions have \(|s|<1\); the algebra does not need the upper bound.

```lean
/-- Two equivalent sites with overlap `s > -1`: the normalised in-phase orbital satisfies the
normalisation and the generalised eigenvalue equation with `L = (a + b) / (1 + s)`. -/
theorem pulay_force_witness (a b s : ℝ) (hs : -1 < s) :
    let c := (√(2 + 2 * s))⁻¹
    let C : Matrix (Fin 2) (Fin 1) ℝ := !![c; c]
    Cᵀ * !![1, s; s, 1] * C = 1 ∧
      !![a, b; b, a] * C = !![1, s; s, 1] * C * !![(a + b) / (1 + s)] := by
  intro c C
  have hc : c ^ 2 * (2 + 2 * s) = 1 := by
    have hp : 0 < 2 + 2 * s := by linarith
    change ((√(2 + 2 * s))⁻¹) ^ 2 * (2 + 2 * s) = 1
    rw [inv_pow, Real.sq_sqrt hp.le, inv_mul_cancel₀ hp.ne']
  have he : (a + b) / (1 + s) * (1 + s) = a + b :=
    div_mul_cancel₀ _ (by linarith : (0 : ℝ) < 1 + s).ne'
  change (!![c; c] : Matrix (Fin 2) (Fin 1) ℝ)ᵀ * !![1, s; s, 1] * !![c; c] = 1 ∧
    !![a, b; b, a] * !![c; c] = !![1, s; s, 1] * !![c; c] * !![(a + b) / (1 + s)]
  generalize (a + b) / (1 + s) = e at he ⊢
  clear_value c
  constructor
  · ext i j
    fin_cases i
    fin_cases j
    simp [Matrix.mul_apply, Fin.sum_univ_succ]
    linear_combination hc
  · ext i j
    fin_cases i <;> fin_cases j <;> simp [Matrix.mul_apply, Fin.sum_univ_succ] <;>
      linear_combination -c * he

end BornOppenheimerForces
```

```lean
#print axioms BornOppenheimerForces.stationary_iff_multiplier
-- 'BornOppenheimerForces.stationary_iff_multiplier' depends on axioms: [propext, Classical.choice, Quot.sound]
#print axioms BornOppenheimerForces.hellmann_feynman
-- 'BornOppenheimerForces.hellmann_feynman' depends on axioms: [propext, Classical.choice, Quot.sound]
#print axioms BornOppenheimerForces.pulay_force
-- 'BornOppenheimerForces.pulay_force' depends on axioms: [propext, Classical.choice, Quot.sound]
```

**Q:** Orbitals are defined only up to rotations among themselves. Would a density matrix have been cleaner?

**A:** It would change what is assumed. With \(P=CC^T\) in an orthonormal basis, the constraints are \(P^T=P\), \(P^2=P\) and \(\operatorname{tr}P=k\), and one would ask that \(P(R)\) be differentiable, with no choice of orbitals to follow. The energy would then have to be a function of \(P\) and \(R\) alone, whereas the version here also admits energies that depend on the individual orbitals. For those, stationarity under rotations among the occupied orbitals is a real condition, and it is what makes \(L\) symmetric.
